# The slope of a Dirac matrix level in the speed of light is (2/c)⟨w,(E−W)w⟩ for fixed potentials

A free particle of unit mass and momentum $p\neq 0$, with one large and one small component, has the Hamiltonian $\begin{pmatrix}0&cp\\cp&-2c^2\end{pmatrix}$ at speed of light $c$, and its upper level is $E=c\sqrt{c^2+p^2}-c^2$. This level lies below the nonrelativistic value $p^2/2$ and climbs towards it as $c$ grows, at a rate of $2E/c$ times the weight of the small component. The title gives the corresponding law for a matrix Hamiltonian with Hermitian potentials that do not couple the two components. There $w$ is the small component of the normalised eigenvector, $W$ is the potential acting on it, and $E$ is the level with the rest energy subtracted.

In Lean 4 with Mathlib:

```lean
import Mathlib

open Matrix Filter Topology

noncomputable section

namespace RelativisticLevelShift

variable {n m : Type*} [Fintype n] [Fintype m] [DecidableEq m]

/-- The Dirac-type Hamiltonian at speed of light `c`, with the rest energy subtracted:
`V` acts on the large component, `W - 2c²` on the small one, and `cB` couples them. -/
def diracH (V : Matrix n n ℂ) (W : Matrix m m ℂ) (B : Matrix m n ℂ) (c : ℝ) :
    Matrix (n ⊕ m) (n ⊕ m) ℂ :=
  Matrix.fromBlocks V ((c : ℂ) • Bᴴ) ((c : ℂ) • B) (W - (2 * (c : ℂ) ^ 2) • 1)

/-- `E` is an energy level at speed of light `c`, with normalised eigenvector `(u, w)`. -/
def IsLevel (V : Matrix n n ℂ) (W : Matrix m m ℂ) (B : Matrix m n ℂ) (c E : ℝ)
    (u : n → ℂ) (w : m → ℂ) : Prop :=
  diracH V W B c *ᵥ Sum.elim u w = (E : ℂ) • Sum.elim u w ∧
    star u ⬝ᵥ u + star w ⬝ᵥ w = 1

/-- The real part of `⟨w, (E - W) w⟩` for a small component `w`. -/
def smallExcess (W : Matrix m m ℂ) (E : ℝ) (w : m → ℂ) : ℝ :=
  (star w ⬝ᵥ ((E : ℂ) • w - W *ᵥ w)).re

variable {V : Matrix n n ℂ} {W : Matrix m m ℂ} {B : Matrix m n ℂ}

/-- The eigenvalue equation is a pair of coupled equations for the large and small
components, together with the normalisation. -/
theorem isLevel_iff {c E : ℝ} {u : n → ℂ} {w : m → ℂ} :
    IsLevel V W B c E u w ↔
      V *ᵥ u + (c : ℂ) • (Bᴴ *ᵥ w) = (E : ℂ) • u ∧
      (c : ℂ) • (B *ᵥ u) + (W *ᵥ w - (2 * (c : ℂ) ^ 2) • w) = (E : ℂ) • w ∧
      star u ⬝ᵥ u + star w ⬝ᵥ w = 1 := by
  have hH : diracH V W B c *ᵥ Sum.elim u w =
      Sum.elim (V *ᵥ u + (c : ℂ) • (Bᴴ *ᵥ w))
        ((c : ℂ) • (B *ᵥ u) + (W *ᵥ w - (2 * (c : ℂ) ^ 2) • w)) := by
    simp only [diracH, Matrix.fromBlocks_mulVec, Sum.elim_comp_inl, Sum.elim_comp_inr,
      Matrix.smul_mulVec, Matrix.sub_mulVec, Matrix.one_mulVec]
  unfold IsLevel
  rw [hH]
  constructor
  · rintro ⟨h, hn⟩
    exact ⟨funext fun i => congrFun h (Sum.inl i), funext fun i => congrFun h (Sum.inr i), hn⟩
  · rintro ⟨h1, h2, hn⟩
    refine ⟨funext fun i => ?_, hn⟩
    cases i with
    | inl i => exact congrFun h1 i
    | inr i => exact congrFun h2 i

/-- A matrix moves across the inner product as its adjoint. -/
theorem adjoint_dot {k l : Type*} [Fintype k] [Fintype l] (M : Matrix k l ℂ)
    (x : l → ℂ) (y : k → ℂ) : star (M *ᵥ x) ⬝ᵥ y = star x ⬝ᵥ (Mᴴ *ᵥ y) := by
  rw [Matrix.star_mulVec, ← Matrix.dotProduct_mulVec]

/-- Exact difference formula for levels at two speeds of light `c` and `t`, for Hermitian
`V` and `W`: the energy difference times the overlap is a matrix element of `H(t) - H(c)`. -/
theorem level_difference (hV : V.IsHermitian) (hW : W.IsHermitian) {c t E F : ℝ}
    {u x : n → ℂ} {w y : m → ℂ} (h : IsLevel V W B c E u w) (k : IsLevel V W B t F x y) :
    ((F : ℂ) - E) * (star u ⬝ᵥ x + star w ⬝ᵥ y) =
      ((t : ℂ) - c) * (star u ⬝ᵥ (Bᴴ *ᵥ y) + star w ⬝ᵥ (B *ᵥ x)
        - 2 * ((c : ℂ) + t) * (star w ⬝ᵥ y)) := by
  obtain ⟨a1, a2, -⟩ := isLevel_iff.1 h
  obtain ⟨b1, b2, -⟩ := isLevel_iff.1 k
  -- project the equations at `t` on the state at `c`, and conversely
  have h1 := congrArg (fun v => star u ⬝ᵥ v) b1
  have h2 := congrArg (fun v => star w ⬝ᵥ v) b2
  have h3 := congrArg (fun v => star v ⬝ᵥ x) a1
  have h4 := congrArg (fun v => star v ⬝ᵥ y) a2
  simp only [dotProduct_add, dotProduct_sub, dotProduct_smul, smul_eq_mul] at h1 h2
  simp only [star_add, star_sub, star_smul, add_dotProduct, sub_dotProduct, smul_dotProduct,
    adjoint_dot, hV.eq, hW.eq, Matrix.conjTranspose_conjTranspose, smul_eq_mul,
    Complex.star_def, map_mul, map_pow, map_ofNat, Complex.conj_ofReal] at h3 h4
  linear_combination h3 + h4 - h1 - h2

/-- Hellmann–Feynman slope of a level in the speed of light, for Hermitian `V` and `W` and
normalised eigenvectors that are continuous at `c`. -/
theorem hellmann_feynman (hV : V.IsHermitian) (hW : W.IsHermitian) {c : ℝ} {E : ℝ → ℝ}
    {u : ℝ → n → ℂ} {w : ℝ → m → ℂ} (hu : ContinuousAt u c) (hw : ContinuousAt w c)
    (h : ∀ᶠ t in 𝓝 c, IsLevel V W B t (E t) (u t) (w t)) :
    HasDerivAt E (2 * (star (w c) ⬝ᵥ (B *ᵥ u c)).re - 4 * c * (star (w c) ⬝ᵥ w c).re) c := by
  have h0 := h.self_of_nhds
  have hdu (a : n → ℂ) : ContinuousAt (fun t => a ⬝ᵥ u t) c := by
    have : Continuous (fun v : n → ℂ => a ⬝ᵥ v) := by
      simp only [dotProduct]; fun_prop
    exact this.continuousAt.comp hu
  have hdw (a : m → ℂ) : ContinuousAt (fun t => a ⬝ᵥ w t) c := by
    have : Continuous (fun v : m → ℂ => a ⬝ᵥ v) := by
      simp only [dotProduct]; fun_prop
    exact this.continuousAt.comp hw
  obtain ⟨N, hN⟩ : ∃ N : ℝ → ℂ, N = fun t => star (u c) ⬝ᵥ u t + star (w c) ⬝ᵥ w t :=
    ⟨_, rfl⟩
  obtain ⟨F, hF⟩ : ∃ F : ℝ → ℂ, F = fun t => star (u c) ⬝ᵥ (Bᴴ *ᵥ w t)
      + star (w c) ⬝ᵥ (B *ᵥ u t) - 2 * ((c : ℂ) + t) * (star (w c) ⬝ᵥ w t) := ⟨_, rfl⟩
  have hNc : ContinuousAt N c := by
    rw [hN]; exact (hdu _).add (hdw _)
  have hFc : ContinuousAt F c := by
    rw [hF]
    simp only [Matrix.dotProduct_mulVec]
    have hs : ContinuousAt (fun t : ℝ => 2 * ((c : ℂ) + t)) c := by fun_prop
    exact ((hdw _).add (hdu _)).sub (hs.mul (hdw _))
  have hN1 : N c = 1 := by rw [hN]; exact h0.2
  have hN0 : N c ≠ 0 := by rw [hN1]; exact one_ne_zero
  have hval : (F c / N c).re =
      2 * (star (w c) ⬝ᵥ (B *ᵥ u c)).re - 4 * c * (star (w c) ⬝ᵥ w c).re := by
    have e1 : star (u c) ⬝ᵥ (Bᴴ *ᵥ w c) = star (star (w c) ⬝ᵥ (B *ᵥ u c)) := by
      rw [← adjoint_dot, Matrix.star_dotProduct]
    have e2 : 2 * ((c : ℂ) + c) = ((4 * c : ℝ) : ℂ) := by push_cast; ring
    rw [hN1, div_one, hF]
    simp only [e1, e2, Complex.sub_re, Complex.add_re, Complex.re_ofReal_mul,
      Complex.star_def, Complex.conj_re]
    ring
  -- the difference quotient of `E` is the real part of `F / N`
  have hlim : Tendsto (fun t => (F t / N t).re) (𝓝 c) (𝓝 (F c / N c).re) :=
    (Complex.continuous_re.tendsto _).comp (hFc.div hNc hN0)
  rw [hasDerivAt_iff_tendsto_slope, ← hval]
  refine (hlim.mono_left nhdsWithin_le_nhds).congr' ?_
  filter_upwards [nhdsWithin_le_nhds h, nhdsWithin_le_nhds (hNc.eventually_ne hN0),
    self_mem_nhdsWithin] with t ht hn htc
  have key : ((E t : ℂ) - E c) * N t = ((t : ℂ) - c) * F t := by
    rw [hN, hF]; exact level_difference hV hW h0 ht
  have hsub : (t : ℂ) - c ≠ 0 := sub_ne_zero.2 (fun e => htc (Complex.ofReal_injective e))
  have hq : F t / N t = ((slope E c t : ℝ) : ℂ) := by
    rw [slope_def_field]
    push_cast
    rw [div_eq_div_iff hn hsub]
    linear_combination -key
  rw [hq, Complex.ofReal_re]

/-- For Hermitian `V` and `W` and normalised eigenvectors continuous at `c > 0`, the level
obeys `dE/dc = (2/c) ⟨w, (E - W) w⟩`. -/
theorem level_slope (hV : V.IsHermitian) (hW : W.IsHermitian) {c : ℝ} (hc : 0 < c)
    {E : ℝ → ℝ} {u : ℝ → n → ℂ} {w : ℝ → m → ℂ} (hu : ContinuousAt u c)
    (hw : ContinuousAt w c) (h : ∀ᶠ t in 𝓝 c, IsLevel V W B t (E t) (u t) (w t)) :
    HasDerivAt E (2 / c * smallExcess W (E c) (w c)) c := by
  refine (hellmann_feynman hV hW hu hw h).congr_deriv ?_
  -- eliminate `B u` with the small-component equation
  have h2 := congrArg (fun v => star (w c) ⬝ᵥ v) (isLevel_iff.1 h.self_of_nhds).2.1
  simp only [dotProduct_add, dotProduct_sub, dotProduct_smul, smul_eq_mul] at h2
  have e : star (w c) ⬝ᵥ ((E c : ℂ) • w c - W *ᵥ w c) =
      (c : ℂ) * (star (w c) ⬝ᵥ (B *ᵥ u c))
        - ((2 * c ^ 2 : ℝ) : ℂ) * (star (w c) ⬝ᵥ w c) := by
    simp only [dotProduct_sub, dotProduct_smul, smul_eq_mul]
    push_cast
    linear_combination -h2
  rw [smallExcess, e, Complex.sub_re, Complex.re_ofReal_mul, Complex.re_ofReal_mul]
  field_simp
  ring

/-- For a local potential with real values `ω i`, `⟨w, (E - W) w⟩` is the small-component
weight at each point times the excess of `E` over the potential there, summed. -/
theorem smallExcess_diagonal (ω : m → ℝ) (E : ℝ) (w : m → ℂ) :
    smallExcess (Matrix.diagonal fun i => (ω i : ℂ)) E w = ∑ i, (E - ω i) * ‖w i‖ ^ 2 := by
  simp only [smallExcess, dotProduct, Complex.re_sum]
  refine Finset.sum_congr rfl fun i _ => ?_
  rw [← Complex.normSq_eq_norm_sq]
  simp [Matrix.mulVec_diagonal, Complex.normSq_apply]
  ring

/-- For Hermitian `V` and `W` and a continuous family of normalised eigenvectors with
`⟨w, (E - W) w⟩ > 0` at every `c > 0`, the level rises strictly with `c`. -/
theorem level_strictMono (hV : V.IsHermitian) (hW : W.IsHermitian) {E : ℝ → ℝ}
    {u : ℝ → n → ℂ} {w : ℝ → m → ℂ} (hu : ∀ c > 0, ContinuousAt u c)
    (hw : ∀ c > 0, ContinuousAt w c) (h : ∀ c > 0, IsLevel V W B c (E c) (u c) (w c))
    (hpos : ∀ c > 0, 0 < smallExcess W (E c) (w c)) : StrictMonoOn E (Set.Ioi 0) := by
  have hd (c : ℝ) (hc : 0 < c) : HasDerivAt E (2 / c * smallExcess W (E c) (w c)) c :=
    level_slope hV hW hc (hu c hc) (hw c hc) ((eventually_gt_nhds hc).mono fun t ht => h t ht)
  refine strictMonoOn_of_deriv_pos (convex_Ioi 0)
    (fun c hc => (hd c hc).continuousAt.continuousWithinAt) fun c hc => ?_
  rw [interior_Ioi] at hc
  rw [(hd c hc).deriv]
  exact mul_pos (div_pos two_pos hc) (hpos c hc)

/-- For Hermitian `V` and `W` and a continuous family of normalised eigenvectors with
`⟨w, (E - W) w⟩ > 0` at every `c > 0`, if the level `E` tends to `L` as `c → ∞`, then `E` lies
strictly below `L` at every `c > 0`. -/
theorem relativity_lowers_level (hV : V.IsHermitian) (hW : W.IsHermitian) {E : ℝ → ℝ}
    {u : ℝ → n → ℂ} {w : ℝ → m → ℂ} (hu : ∀ c > 0, ContinuousAt u c)
    (hw : ∀ c > 0, ContinuousAt w c) (h : ∀ c > 0, IsLevel V W B c (E c) (u c) (w c))
    (hpos : ∀ c > 0, 0 < smallExcess W (E c) (w c)) {L : ℝ} (hL : Tendsto E atTop (𝓝 L))
    {c : ℝ} (hc : 0 < c) : E c < L := by
  have hm := level_strictMono hV hW hu hw h hpos
  have hc1 : (0 : ℝ) < c + 1 := by linarith
  have h1 : E c < E (c + 1) := hm hc hc1 (by linarith)
  refine h1.trans_le (ge_of_tendsto hL ?_)
  filter_upwards [eventually_ge_atTop (c + 1)] with t ht
  exact hm.monotoneOn hc1 (hc1.trans_le ht) ht

/-- Norm of the free-particle spinor `(√(c² + p²) + c, p)`. -/
def freeNorm (p c : ℝ) : ℝ := √((√(c ^ 2 + p ^ 2) + c) ^ 2 + p ^ 2)

/-- The free-particle energy `c √(c² + p²) - c²`. -/
def freeEnergy (p c : ℝ) : ℝ := c * √(c ^ 2 + p ^ 2) - c ^ 2

/-- Large component of the normalised free-particle spinor, for `c > 0`. -/
def freeLarge (p c : ℝ) : Fin 1 → ℂ :=
  fun _ => (((√(c ^ 2 + p ^ 2) + c) / freeNorm p c : ℝ) : ℂ)

/-- Small component of the normalised free-particle spinor, for `c > 0`. -/
def freeSmall (p c : ℝ) : Fin 1 → ℂ := fun _ => ((p / freeNorm p c : ℝ) : ℂ)

/-- A free particle of momentum `p ≠ 0` has, at every `c > 0`, the level `freeEnergy` with a
continuous normalised spinor and `⟨w, (E - W) w⟩ > 0`. -/
theorem free_particle_witness {p c : ℝ} (hp : p ≠ 0) (hc : 0 < c) :
    IsLevel (0 : Matrix (Fin 1) (Fin 1) ℂ) (0 : Matrix (Fin 1) (Fin 1) ℂ)
      (Matrix.of fun _ _ => (p : ℂ)) c (freeEnergy p c) (freeLarge p c) (freeSmall p c) ∧
    ContinuousAt (freeLarge p) c ∧ ContinuousAt (freeSmall p) c ∧
    0 < smallExcess (0 : Matrix (Fin 1) (Fin 1) ℂ) (freeEnergy p c) (freeSmall p c) := by
  have hp2 : 0 < p ^ 2 := by positivity
  have hs : √(c ^ 2 + p ^ 2) ^ 2 = c ^ 2 + p ^ 2 := Real.sq_sqrt (by positivity)
  have hsc : c < √(c ^ 2 + p ^ 2) := (Real.lt_sqrt hc.le).2 (by linarith)
  have hN : freeNorm p c ^ 2 = (√(c ^ 2 + p ^ 2) + c) ^ 2 + p ^ 2 :=
    Real.sq_sqrt (by positivity)
  have hN0 : freeNorm p c ≠ 0 := by
    intro h0
    rw [h0] at hN
    nlinarith [sq_nonneg (√(c ^ 2 + p ^ 2) + c)]
  have hNc : ContinuousAt (fun t => freeNorm p t) c := by
    simp only [freeNorm]; fun_prop
  -- the two-component problem reduces to three real equations
  have hlev : ∀ e a b : ℝ, c * (p * b) = e * a → c * (p * a) - 2 * c ^ 2 * b = e * b →
      a * a + b * b = 1 →
      IsLevel (0 : Matrix (Fin 1) (Fin 1) ℂ) (0 : Matrix (Fin 1) (Fin 1) ℂ)
        (Matrix.of fun _ _ => (p : ℂ)) c e (fun _ => (a : ℂ)) (fun _ => (b : ℂ)) := by
    intro e a b h1 h2 h3
    have h1' : (c : ℂ) * (p * b) = e * a := by exact_mod_cast h1
    have h2' : (c : ℂ) * (p * a) - 2 * c ^ 2 * b = e * b := by exact_mod_cast h2
    have h3' : (a : ℂ) * a + b * b = 1 := by exact_mod_cast h3
    refine isLevel_iff.2 ⟨funext fun i => ?_, funext fun i => ?_, ?_⟩
    · simpa [Matrix.mulVec, dotProduct] using h1'
    · simpa [Matrix.mulVec, dotProduct, sub_eq_add_neg] using h2'
    · simpa [dotProduct] using h3'
  have hex : ∀ e b : ℝ, smallExcess (0 : Matrix (Fin 1) (Fin 1) ℂ) e (fun _ => (b : ℂ)) =
      e * b ^ 2 := by
    intro e b
    simp [smallExcess, dotProduct]
    ring
  refine ⟨hlev _ _ _ ?_ ?_ ?_, ?_, ?_, ?_⟩
  · unfold freeEnergy
    linear_combination (-(c / freeNorm p c)) * hs
  · unfold freeEnergy
    ring
  · have e : (√(c ^ 2 + p ^ 2) + c) / freeNorm p c * ((√(c ^ 2 + p ^ 2) + c) / freeNorm p c)
        + p / freeNorm p c * (p / freeNorm p c) =
        ((√(c ^ 2 + p ^ 2) + c) ^ 2 + p ^ 2) / freeNorm p c ^ 2 := by ring
    rw [e, ← hN, div_self (pow_ne_zero 2 hN0)]
  · have hq : ContinuousAt (fun t => (√(t ^ 2 + p ^ 2) + t) / freeNorm p t) c :=
      ContinuousAt.div (by fun_prop) hNc hN0
    exact continuousAt_pi.2 fun _ => Complex.continuous_ofReal.continuousAt.comp hq
  · have hq : ContinuousAt (fun t => p / freeNorm p t) c :=
      ContinuousAt.div continuousAt_const hNc hN0
    exact continuousAt_pi.2 fun _ => Complex.continuous_ofReal.continuousAt.comp hq
  · have hE : 0 < freeEnergy p c := by
      unfold freeEnergy
      nlinarith [mul_pos hc (sub_pos.2 hsc)]
    have hb : p / freeNorm p c ≠ 0 := div_ne_zero hp hN0
    unfold freeSmall
    rw [hex]
    positivity

end RelativisticLevelShift
```

```lean
#print axioms RelativisticLevelShift.level_difference
-- 'RelativisticLevelShift.level_difference' depends on axioms: [propext, Classical.choice, Quot.sound]
#print axioms RelativisticLevelShift.smallExcess_diagonal
-- 'RelativisticLevelShift.smallExcess_diagonal' depends on axioms: [propext, Classical.choice, Quot.sound]
#print axioms RelativisticLevelShift.relativity_lowers_level
-- 'RelativisticLevelShift.relativity_lowers_level' depends on axioms: [propext, Classical.choice, Quot.sound]
```

## Levels followed through c

The general Hamiltonian, `diracH`, is

$$H(c)=\begin{pmatrix}V&cB^\dagger\\ cB&W-2c^2\end{pmatrix}.$$

The index types `n` and `m` label finite orthonormal bases for the large component $u$ and the small component $w$. `IsLevel V W B c E u w` says that $(u,w)$ is an eigenvector of $H(c)$ with real eigenvalue $E$ and that $\langle u,u\rangle+\langle w,w\rangle=1$. The inner product $\langle a,b\rangle$ is written `star a ⬝ᵥ b`, antilinear in its first argument. `smallExcess` is the real part of $\langle w,(E-W)w\rangle$, which is already real when $W$ is Hermitian.

The main theorem, `level_slope`, takes Hermitian $V$ and $W$, a point $c>0$, and normalised eigenvectors given for all speeds near $c$ and continuous at $c$. It concludes that $E$ is differentiable at $c$, with

$$\frac{dE}{dc}=\frac{2}{c}\langle w,(E-W)w\rangle .$$

The eigenvectors need not be differentiable. For a diagonal $W$ with real entries $\omega_i$, as for a local potential on a grid, `smallExcess_diagonal` turns the inner product into $\sum_i(E-\omega_i)|w_i|^2$. Weight where $E$ exceeds the potential contributes positively, and weight where $E$ lies below it contributes negatively.

If the total is positive at every $c>0$ along a continuous family, `level_strictMono` says that $E$ increases strictly with $c$. If $E$ also has a finite limit $L$ as $c\to\infty$, `relativity_lowers_level` gives $E(c)<L$ at every $c>0$. The positivity condition includes speeds far below the physical one. It is verified here only for the free particle; for a bound level it has to be checked, and positivity at the physical $c$ alone gives only the sign of the slope there.

## Fixed potentials and a variable speed of light

In units with $\hbar$ and the electron mass equal to one, $B$ stands for the matrix of $\boldsymbol\sigma\cdot\mathbf p$ between the two component spaces. The matrices $V$ and $W$ represent the potential in those spaces, and the potential is assumed not to couple one space to the other. The rest energy $c^2$ has been subtracted, so the small component carries the shift $-2c^2$, where $2c^2$ is the gap between the electron and positron branches of a free particle.

All three matrices stay fixed while $c$ varies. The result therefore describes the direct relativistic shift of an orbital in a frozen potential and a finite basis. In a self-consistent Dirac–Kohn–Sham calculation the density, and with it the potential, also responds to $c$. That response adds a term to the slope, which the formula here leaves out. The existence of $L$ is assumed, and the theorem does not identify it with a Schrödinger eigenvalue.

## From two speeds of light to a derivative

Let $(u,w)$ be a level with energy $E$ at $c$, and $(x,y)$ one with energy $F$ at $t$. The lemma `isLevel_iff` splits the eigenvalue equation into its components. At $t$ they read

$$Vx+tB^\dagger y=Fx,\qquad tBx+Wy-2t^2y=Fy.$$

Project the first on $u$ and the second on $w$, and add:

$$F\,(\langle u,x\rangle+\langle w,y\rangle)=\langle u,Vx\rangle+\langle w,Wy\rangle+t\langle u,B^\dagger y\rangle+t\langle w,Bx\rangle-2t^2\langle w,y\rangle .$$

Now take the equations at $c$ and pair them with $x$ and $y$ from the other side. Moving $V$, $W$ and $B$ across the inner product (`adjoint_dot`) and using Hermiticity gives the same right-hand side with $t$ replaced by $c$, and $E$ in place of $F$ on the left. Subtraction removes $V$ and $W$:

$$(F-E)(\langle u,x\rangle+\langle w,y\rangle)=(t-c)\bigl[\langle u,B^\dagger y\rangle+\langle w,Bx\rangle-2(c+t)\langle w,y\rangle\bigr].$$

This is `level_difference`. In its proof, `h1` to `h4` are the four projected equations, and `linear_combination` adds and subtracts them.

In `hellmann_feynman`, the second state is the member of the family at $t$. The overlap on the left, called `N`, is continuous at $c$ and equals one there by normalisation, so it is nonzero nearby. Dividing by it and by $t-c$ shows that the difference quotient of $E$ equals `F t / N t`, where the code's `F` is now the square bracket. As $t\to c$, the two terms in $B$ become complex conjugates of each other, and

$$\frac{dE}{dc}=2\,\mathrm{Re}\langle w,Bu\rangle-4c\langle w,w\rangle .$$

To remove $Bu$, `level_slope` projects the small-component equation at $c$ on $w$:

$$c\langle w,Bu\rangle=\langle w,(E-W)w\rangle+2c^2\langle w,w\rangle .$$

Multiplying by $2/c$ and substituting cancels the terms $4c\langle w,w\rangle$ and leaves the stated slope.

A positive derivative on $(0,\infty)$ makes $E$ strictly increasing. For the limit, monotonicity gives $E(c)<E(c+1)\le E(t)$ whenever $t\ge c+1$. Letting $t\to\infty$ yields $E(c)<E(c+1)\le L$, so the inequality stays strict.

## The free particle in numbers

Write $s=\sqrt{c^2+p^2}$. The unnormalised spinor is $(s+c,\,p)$, and its squared norm is $(s+c)^2+p^2=2s(s+c)$. The normalised small component therefore has weight

$$|w|^2=\frac{p^2}{2s(s+c)}=\frac{s-c}{2s}.$$

With $W=0$ and $E=c(s-c)$, the slope formula gives $(2/c)E|w|^2=(s-c)^2/s$, which agrees with differentiating $E$ directly. For large $c$, $E\approx p^2/2-p^4/(8c^2)$, the familiar mass–velocity lowering.

For this spinor, `free_particle_witness` establishes the eigenvalue equation, normalisation, continuity and positive `smallExcess` at every $c>0$. The eigenvalue equation and the normalisation are reduced to three real equations; continuity and positivity are proved separately.

## A slope from one diagonalisation

Take a four-component calculation with an orthonormal basis and a local scalar potential, which does not couple the large and small components. A single diagonalisation at the physical $c$ supplies $E$, measured with the rest energy subtracted, and the coefficients $w$ of the normalised eigenvector. Forming $Ew-Ww$, contracting it with $w^*$ and multiplying by $2/c$ gives the frozen-potential slope of that orbital energy, without a second diagonalisation at another $c$. This holds for a nondegenerate level, or for one whose degeneracy persists as $c$ varies; if the degeneracy splits, the eigenvector must be one that continues along a branch. Exact exchange, as in Dirac–Hartree–Fock, does couple the two components, and the formula does not apply to it unchanged. On a grid, the separate terms $(E-\omega_i)|w_i|^2$ show which regions contribute to this slope and with which sign.
